# A rank-one bound on a constant elastic tensor bounds the energy of periodic trigonometric displacements

In linear elasticity, a homogeneous crystal in a periodic cubic cell of fixed size and shape resists every nonconstant displacement field made of finitely many plane waves, provided that its elastic tensor is positive on rank-one gradients. Let $A_{ijkl}$ be real constants and $c$ a real number with

$$A_{ijkl}\,a_i b_j a_k b_l \;\ge\; c\,|a|^2|b|^2 \qquad\text{for all } a,b\in\mathbb R^n ,$$

where repeated indices are summed. Then every real trigonometric-polynomial displacement $u$ on the unit cell satisfies

$$\int A_{ijkl}\,\partial_j u_i\,\partial_l u_k\,dx \;\ge\; c\int |\nabla u|^2\,dx .$$

The hypothesis is the Legendre–Hadamard condition. Physically, $A_{ijkl}$ is the second derivative of the energy density with respect to the displacement gradient, and $c>0$ says that every plane wave, whatever its polarisation, meets a restoring force. The left-hand integral is twice the quadratic elastic energy. Major symmetry, $A_{ijkl}=A_{klij}$, is not assumed.

## Elastic constants and Fourier solvers

A code that computes elastic constants, from electronic structure or from a force field, can test a crystal through the acoustic matrix $Q_{ik}(b)=A_{ijkl}b_jb_l$. For a crystal under stress, second derivatives of the energy with respect to strain differ from $A_{ijkl}$ by stress terms, which must be included. The hypothesis says that $a_iQ_{ik}(b)a_k\ge c|a|^2$ for every unit vector $b$. The bound turns this test on directions into a statement about superpositions of waves, within linear elasticity with a constant tensor. Sampling finitely many directions gives only an upper estimate of the best $c$, so a margin is needed between the sampled minimum and the value used.

The same bound applies to the trigonometric displacements of a Fourier-based elasticity solver when the medium is homogeneous. With $c>0$, the quadratic form controls the displacement gradient, and only constant displacements have zero energy. This concerns exact derivatives of the trigonometric polynomial; a finite-difference derivative replaces the wavevector by another function of it and needs its own estimate.

## From plane waves to the energy bound

Write the displacement as

$$u_i(x)=\sum_{q\in S} w_{q,i}\,e^{2\pi \mathrm i\,q\cdot x},$$

where $S$ is a finite set of integer vectors and the $w_{q,i}$ are complex amplitudes.

**Integrals of waves.** The integral of $e^{2\pi\mathrm i q\cdot x}$ over the cell is a product of one-dimensional integrals. If $q=0$, each factor is 1. Otherwise some component $m=q_j$ is nonzero, and its factor is

$$\int_0^1 e^{2\pi\mathrm i m t}\,dt=\frac{e^{2\pi\mathrm i m}-1}{2\pi\mathrm i m}=0 .$$

**Integrals of products.** Let $f$ and $g$ be real, with amplitudes $\alpha_q$ and $\beta_q$. Since $f=\overline f$,

$$\int fg\,dx=\sum_{p,q\in S}\overline{\alpha_p}\,\beta_q\int e^{2\pi\mathrm i(q-p)\cdot x}\,dx=\sum_{q\in S}\overline{\alpha_q}\,\beta_q .$$

The left side is real, so the sum equals $\sum_q\mathrm{Re}(\overline{\alpha_q}\beta_q)$.

**Derivatives.** The amplitude of $\partial_j u_i$ at $q$ is $2\pi\mathrm i\,q_j w_{q,i}$. In the product of one such amplitude with the conjugate of another, the factors $\mathrm i$ and $-\mathrm i$ multiply to 1, hence

$$\int \partial_j u_i\,\partial_l u_k\,dx=\sum_{q\in S}(2\pi)^2 q_jq_l\,\mathrm{Re}(\overline{w_{q,i}}\,w_{q,k}).$$

**Splitting into rank-one terms.** Put $w_q=r_q+\mathrm i s_q$ with real vectors $r_q,s_q$. Then $\mathrm{Re}(\overline{w_{q,i}}w_{q,k})=r_{q,i}r_{q,k}+s_{q,i}s_{q,k}$. Contracting with $A$ gives

$$\int A_{ijkl}\partial_j u_i\partial_l u_k\,dx=\sum_{q\in S}(2\pi)^2\left[A_{ijkl}r_{q,i}q_jr_{q,k}q_l+A_{ijkl}s_{q,i}q_js_{q,k}q_l\right].$$

**Using the hypothesis.** Each bracket is at least $c(|r_q|^2+|s_q|^2)|q|^2$. The same identity with $A_{ijkl}=\delta_{ik}\delta_{jl}$ reads

$$\int|\nabla u|^2\,dx=\sum_{q\in S}(2\pi)^2(|r_q|^2+|s_q|^2)|q|^2 .$$

Summing over $q$ gives the bound.

**A negative energy density is still possible.** In two dimensions take $A_{ijkl}=\delta_{ik}\delta_{jl}-2\epsilon_{ik}\epsilon_{jl}$, with $\epsilon$ antisymmetric and $\epsilon_{12}=1$. On $a_ib_j$ the second term vanishes, because $\epsilon_{ik}a_ia_k=0$, so the hypothesis holds with $c=1$. On the identity gradient the form equals $2-2\cdot2=-2$. The hypothesis therefore doesn't make the integrand nonnegative for every gradient; the bound concerns the integral. This tensor is an algebraic example and doesn't describe a stress-free crystal: its form also equals $-2$ on the infinitesimal rotation $G=\epsilon$, where the quadratic energy of such a crystal vanishes.

## Lean source

```lean
import Mathlib

open MeasureTheory Filter
open scoped Real ComplexConjugate

namespace PeriodicElasticStability

noncomputable section

variable {n : ℕ}

/-- The quadratic form `A_ijkl G_ij G_kl` of a displacement gradient `G`. -/
def form (A : Fin n → Fin n → Fin n → Fin n → ℝ) (G : Fin n → Fin n → ℝ) : ℝ :=
  ∑ i, ∑ j, ∑ k, ∑ l, A i j k l * (G i j * G k l)

/-- The squared Euclidean norm of a displacement gradient. -/
def normSq (G : Fin n → Fin n → ℝ) : ℝ := ∑ i, ∑ j, G i j ^ 2

/-- The rank-one gradient `a_i b_j`. -/
def dyad (a b : Fin n → ℝ) : Fin n → Fin n → ℝ := fun i j => a i * b j

/-- The Legendre-Hadamard condition with constant `c`:
`A_ijkl a_i b_j a_k b_l ≥ c |a|² |b|²` for all real vectors `a`, `b`. -/
def LegendreHadamard (A : Fin n → Fin n → Fin n → Fin n → ℝ) (c : ℝ) : Prop :=
  ∀ a b : Fin n → ℝ, c * ((∑ i, a i ^ 2) * ∑ j, b j ^ 2) ≤ form A (dyad a b)

/-- Lebesgue measure on the unit cell `(0,1]ⁿ`. -/
abbrev cell (n : ℕ) : Measure (Fin n → ℝ) :=
  Measure.pi fun _ => volume.restrict (Set.Ioc (0 : ℝ) 1)

/-- The phase `2π q·x` for an integer wavevector `q`. -/
def phase (q : Fin n → ℤ) (x : Fin n → ℝ) : ℝ := 2 * π * ∑ j, (q j : ℝ) * x j

/-- The plane wave `exp(2πi q·x)`. -/
def wave (q : Fin n → ℤ) (x : Fin n → ℝ) : ℂ := Complex.exp (phase q x * Complex.I)

/-- A real displacement field that is a finite sum of plane waves with complex amplitudes. -/
def IsTrigPolynomial (u : (Fin n → ℝ) → Fin n → ℝ) : Prop :=
  ∃ (S : Finset (Fin n → ℤ)) (w : (Fin n → ℤ) → Fin n → ℂ),
    ∀ x i, (u x i : ℂ) = ∑ q ∈ S, w q i * wave q x

/-- The displacement gradient `∂_j u_i` at the point `x`. -/
def grad (u : (Fin n → ℝ) → Fin n → ℝ) (x : Fin n → ℝ) (i j : Fin n) : ℝ :=
  deriv (fun t : ℝ => u (x + t • Pi.single j 1) i) 0

/-- A plane wave integrates over the cell to one if its wavevector vanishes, else to zero. -/
theorem integral_wave (q : Fin n → ℤ) :
    ∫ x, wave q x ∂(cell n) = if q = 0 then 1 else 0 := by
  let F : Fin n → ℝ → ℂ := fun j t => Complex.exp ((q j : ℂ) * (2 * π * Complex.I) * t)
  have hF : ∀ x, wave q x = ∏ j, F j (x j) := by
    intro x
    simp only [F, wave, phase]
    rw [← Complex.exp_sum]
    congr 1
    push_cast
    rw [Finset.mul_sum, Finset.sum_mul]
    exact Finset.sum_congr rfl fun j _ => by ring
  have h1 : ∫ x, wave q x ∂(cell n) = ∏ j, ∫ t in Set.Ioc (0 : ℝ) 1, F j t := by
    simp only [hF]
    exact integral_fintype_prod_eq_prod (f := F)
  rw [h1]
  by_cases hq : q = 0
  · simp [F, hq]
  · rw [if_neg hq]
    -- a nonzero component of q makes its one-dimensional factor vanish
    obtain ⟨j, hj⟩ := Function.ne_iff.mp hq
    refine Finset.prod_eq_zero (Finset.mem_univ j) ?_
    have hc : (q j : ℂ) * (2 * π * Complex.I) ≠ 0 :=
      mul_ne_zero (Int.cast_ne_zero.mpr hj) Complex.two_pi_I_ne_zero
    rw [← intervalIntegral.integral_of_le zero_le_one]
    simp only [F]
    rw [integral_exp_mul_complex hc, Complex.ofReal_one, mul_one,
      Complex.exp_int_mul_two_pi_mul_I]
    simp

/-- The product of two real trigonometric polynomials is integrable over the cell, and its
integral is the sum over wavevectors of `Re(conj α_q β_q)` for their amplitudes `α`, `β`. -/
theorem integral_mul_waves {f g : (Fin n → ℝ) → ℝ} {S : Finset (Fin n → ℤ)}
    {α β : (Fin n → ℤ) → ℂ} (hf : ∀ x, (f x : ℂ) = ∑ q ∈ S, α q * wave q x)
    (hg : ∀ x, (g x : ℂ) = ∑ q ∈ S, β q * wave q x) :
    Integrable (fun x => f x * g x) (cell n) ∧
      ∫ x, f x * g x ∂(cell n) = ∑ q ∈ S, (conj (α q) * β q).re := by
  have hw : ∀ q : Fin n → ℤ, Integrable (wave q) (cell n) := by
    intro q
    have hcont : Continuous (wave q) := by
      unfold wave phase
      fun_prop
    exact Integrable.of_bound hcont.aestronglyMeasurable 1
      (Eventually.of_forall fun x => by rw [wave, Complex.norm_exp_ofReal_mul_I])
  have hmul : ∀ (p q : Fin n → ℤ) x, conj (wave p x) * wave q x = wave (q - p) x := by
    intro p q x
    have hs : phase (q - p) x = phase q x - phase p x := by
      simp [phase, sub_mul, Finset.sum_sub_distrib, mul_sub]
    simp only [wave]
    rw [← Complex.exp_conj, ← Complex.exp_add, hs]
    congr 1
    simp only [map_mul, Complex.conj_ofReal, Complex.conj_I]
    push_cast
    ring
  -- the first factor is real, so it may be replaced by its conjugate
  have key : ∀ x, ((f x * g x : ℝ) : ℂ) =
      ∑ p ∈ S, ∑ q ∈ S, conj (α p) * β q * wave (q - p) x := by
    intro x
    have hf' : (f x : ℂ) = ∑ p ∈ S, conj (α p) * conj (wave p x) := by
      rw [← Complex.conj_ofReal, hf, map_sum]
      simp only [map_mul]
    rw [Complex.ofReal_mul, hf', hg, Finset.sum_mul_sum]
    refine Finset.sum_congr rfl fun p _ => Finset.sum_congr rfl fun q _ => ?_
    rw [← hmul p q x]
    ring
  have hi : ∀ p q, Integrable (fun x => conj (α p) * β q * wave (q - p) x) (cell n) :=
    fun p q => (hw (q - p)).const_mul _
  have hC : ((∫ x, f x * g x ∂(cell n) : ℝ) : ℂ) = ∑ q ∈ S, conj (α q) * β q := by
    rw [← integral_complex_ofReal]
    simp only [key]
    rw [integral_finsetSum _ fun p _ => integrable_finsetSum _ fun q _ => hi p q]
    refine Finset.sum_congr rfl fun p hp => ?_
    rw [integral_finsetSum _ fun q _ => hi p q]
    simp only [integral_const_mul, integral_wave, sub_eq_zero]
    simp [hp]
  constructor
  · have h : Integrable (fun x => ((f x * g x : ℝ) : ℂ)) (cell n) := by
      simp only [key]
      exact integrable_finsetSum _ fun p _ => integrable_finsetSum _ fun q _ => hi p q
    exact h.re
  · have h := congrArg Complex.re hC
    rw [Complex.ofReal_re, Complex.re_sum] at h
    exact h

/-- Differentiating a trigonometric displacement along `x_j` multiplies the amplitude at
wavevector `q` by `2πi q_j`. -/
theorem grad_eq {u : (Fin n → ℝ) → Fin n → ℝ} {S : Finset (Fin n → ℤ)}
    {w : (Fin n → ℤ) → Fin n → ℂ} (hu : ∀ x i, (u x i : ℂ) = ∑ q ∈ S, w q i * wave q x)
    (i j : Fin n) (x : Fin n → ℝ) : (grad u x i j : ℂ) =
      ∑ q ∈ S, ((2 * π * q j : ℝ) : ℂ) * Complex.I * w q i * wave q x := by
  have hp : ∀ q : Fin n → ℤ, HasDerivAt
      (fun t : ℝ => phase q (x + t • Pi.single j 1)) (2 * π * q j) 0 := by
    intro q
    have e : ∀ t : ℝ, phase q (x + t • Pi.single j 1) = phase q x + t * (2 * π * q j) := by
      intro t
      simp [phase, mul_add, Finset.sum_add_distrib, Pi.single_apply]
      ring
    simp only [e]
    exact (((hasDerivAt_id' (0 : ℝ)).mul_const _).const_add _).congr_deriv (one_mul _)
  have hc : HasDerivAt (fun t : ℝ => (u (x + t • Pi.single j 1) i : ℂ))
      (∑ q ∈ S, ((2 * π * q j : ℝ) : ℂ) * Complex.I * w q i * wave q x) 0 := by
    simp only [hu]
    refine HasDerivAt.fun_sum fun q _ => ?_
    have h := (((hp q).ofReal_comp.mul_const Complex.I).cexp).const_mul (w q i)
    refine h.congr_deriv ?_
    simp only [zero_smul, add_zero, wave]
    ring
  -- compare real and imaginary parts
  have hr := Complex.reCLM.hasFDerivAt.comp_hasDerivAt (0 : ℝ) hc
  have hi := Complex.imCLM.hasFDerivAt.comp_hasDerivAt (0 : ℝ) hc
  apply Complex.ext
  · rw [Complex.ofReal_re]
    exact hr.deriv
  · rw [Complex.ofReal_im]
    exact (hasDerivAt_const (0 : ℝ) (0 : ℝ)).unique hi

/-- The squared norm of a gradient is the quadratic form of the tensor `δ_ik δ_jl`. -/
theorem normSq_eq_form (G : Fin n → Fin n → ℝ) :
    normSq G = form (fun i j k l => if j = l then (if i = k then 1 else 0) else 0) G := by
  simp [normSq, form, ite_mul, sq]

/-- The integrated quadratic form of a trigonometric displacement is a sum of rank-one
contributions from the real and imaginary parts of each amplitude. -/
theorem integral_form {u : (Fin n → ℝ) → Fin n → ℝ} {S : Finset (Fin n → ℤ)}
    {w : (Fin n → ℤ) → Fin n → ℂ} (hu : ∀ x i, (u x i : ℂ) = ∑ q ∈ S, w q i * wave q x)
    (A : Fin n → Fin n → Fin n → Fin n → ℝ) :
    ∫ x, form A (grad u x) ∂(cell n) = ∑ q ∈ S, (2 * π) ^ 2 *
      (form A (dyad (fun i => (w q i).re) fun j => (q j : ℝ)) +
        form A (dyad (fun i => (w q i).im) fun j => (q j : ℝ))) := by
  have hm := fun i j k l => integral_mul_waves (grad_eq hu i j) (grad_eq hu k l)
  have hI := fun i j k l => (hm i j k l).1.const_mul (A i j k l)
  simp only [form, dyad, mul_add, Finset.mul_sum, ← Finset.sum_add_distrib]
  -- exchange the integral and the sum over wavevectors with each index sum in turn
  rw [integral_finsetSum _ fun i _ => integrable_finsetSum _ fun j _ =>
    integrable_finsetSum _ fun k _ => integrable_finsetSum _ fun l _ => hI i j k l,
    Finset.sum_comm (s := S)]
  refine Finset.sum_congr rfl fun i _ => ?_
  rw [integral_finsetSum _ fun j _ => integrable_finsetSum _ fun k _ =>
    integrable_finsetSum _ fun l _ => hI i j k l, Finset.sum_comm (s := S)]
  refine Finset.sum_congr rfl fun j _ => ?_
  rw [integral_finsetSum _ fun k _ => integrable_finsetSum _ fun l _ => hI i j k l,
    Finset.sum_comm (s := S)]
  refine Finset.sum_congr rfl fun k _ => ?_
  rw [integral_finsetSum _ fun l _ => hI i j k l, Finset.sum_comm (s := S)]
  refine Finset.sum_congr rfl fun l _ => ?_
  rw [integral_const_mul, (hm i j k l).2, Finset.mul_sum]
  refine Finset.sum_congr rfl fun q _ => ?_
  simp only [Complex.mul_re, Complex.mul_im, Complex.conj_re, Complex.conj_im,
    Complex.ofReal_re, Complex.ofReal_im, Complex.I_re, Complex.I_im]
  ring

/-- Under the Legendre-Hadamard condition with constant `c`, every real trigonometric
displacement satisfies `∫ A_ijkl ∂_j u_i ∂_l u_k ≥ c ∫ |∇u|²` over the unit cell. -/
theorem periodic_stability {A : Fin n → Fin n → Fin n → Fin n → ℝ} {c : ℝ}
    (hA : LegendreHadamard A c) {u : (Fin n → ℝ) → Fin n → ℝ} (hu : IsTrigPolynomial u) :
    c * ∫ x, normSq (grad u x) ∂(cell n) ≤ ∫ x, form A (grad u x) ∂(cell n) := by
  obtain ⟨S, w, hw⟩ := hu
  have hd : ∀ a b : Fin n → ℝ, c * normSq (dyad a b) ≤ form A (dyad a b) := by
    intro a b
    have h : normSq (dyad a b) = (∑ i, a i ^ 2) * ∑ j, b j ^ 2 := by
      simp only [normSq, dyad, mul_pow, Finset.sum_mul_sum]
    rw [h]
    exact hA a b
  simp only [normSq_eq_form] at hd ⊢
  rw [integral_form hw, integral_form hw, Finset.mul_sum]
  -- the condition applies to each wavevector separately
  refine Finset.sum_le_sum fun q _ => ?_
  have h := mul_le_mul_of_nonneg_left (add_le_add
    (hd (fun i => (w q i).re) fun j => (q j : ℝ))
    (hd (fun i => (w q i).im) fun j => (q j : ℝ))) (sq_nonneg (2 * π))
  linarith

/-- The planar tensor whose quadratic form is `|G|² - 4 det G`. -/
def planarTensor (i j k l : Fin 2) : ℝ :=
  (if i = k then 1 else 0) * (if j = l then 1 else 0) -
    2 * (!![0, 1; -1, 0] : Matrix (Fin 2) (Fin 2) ℝ) i k *
      (!![0, 1; -1, 0] : Matrix (Fin 2) (Fin 2) ℝ) j l

/-- The planar tensor satisfies the Legendre-Hadamard condition with constant one, yet its
quadratic form equals `-2` on the identity gradient. -/
theorem planarTensor_not_pointwise : LegendreHadamard planarTensor 1 ∧
    form planarTensor (fun i j => if i = j then 1 else 0) = -2 := by
  constructor
  · intro a b
    apply le_of_eq
    simp [form, dyad, planarTensor, Fin.sum_univ_two]
    ring
  · simp [form, planarTensor, Fin.sum_univ_two]

end

end PeriodicElasticStability
```

```lean
#print axioms PeriodicElasticStability.periodic_stability
#print axioms PeriodicElasticStability.planarTensor_not_pointwise
```

```
'PeriodicElasticStability.periodic_stability' depends on axioms: [propext, Classical.choice, Quot.sound]
'PeriodicElasticStability.planarTensor_not_pointwise' depends on axioms: [propext, Classical.choice, Quot.sound]
```

## The Lean statement in physical terms

The main theorem is `periodic_stability`. It takes a tensor `A`, a constant `c`, the condition `LegendreHadamard A c` and a displacement `u` with `IsTrigPolynomial u`, and concludes the integral inequality. The dimension `n` is arbitrary and is shared by position and displacement.

- `form A G` is $A_{ijkl}G_{ij}G_{kl}$, without the factor $\tfrac12$ of the elastic energy. `normSq G` is the sum of the squared entries of the gradient matrix.
- `dyad a b` is the rank-one gradient $a_ib_j$, with polarisation `a` and direction `b`. Neither vector needs to be normalised.
- `grad u x i j` is $\partial_j u_i$: the component comes first and the derivative second. Some texts use the transpose.
- `wave q x` is $e^{2\pi\mathrm i q\cdot x}$. The label `q` is an integer vector, and the physical wavevector is $2\pi q$.
- `cell n` is Lebesgue measure on $(0,1]^n$, so the cell has volume one.
- `IsTrigPolynomial u` says that the real field `u` equals a finite sum of waves at every point. This equation already enforces the relations between the amplitudes at $q$ and $-q$.

## How the lemmas assemble the bound

`integral_wave` writes the wave as a product over coordinates and selects a nonzero component of `q` to make one factor vanish. `integral_mul_waves` replaces the first real factor by its conjugate in the step `key`, then integrates the double sum in `hC`, where only equal wavevectors survive. It also proves integrability, which the later exchanges of sum and integral require.

`grad_eq` differentiates the complex sum along a coordinate line. Its real part gives the derivative of `u`, and its imaginary part is zero because `u` is real. The derivative is thus shown to exist, and `grad` is the ordinary gradient here.

`integral_form` is the splitting into rank-one terms. Its repeated `Finset.sum_comm` steps bring the wavevector sum inside the four index sums, and the final `ring` matches the real and imaginary parts. `normSq_eq_form` lets this identity serve for $\int|\nabla u|^2$ as well. In `periodic_stability`, `hd` restates the hypothesis for rank-one gradients, and `Finset.sum_le_sum` compares the two sides one wavevector at a time. `planarTensor_not_pointwise` proves that the two-dimensional example satisfies the condition with $c=1$ and that its form equals $-2$ on the identity gradient; the value on the rotation is computed only in the prose.

## Constant tensor, fixed cell, finite sums

The theorem proves one direction: the rank-one condition implies the integral bound with the same `c`. The converse is not treated here. The theorem applies to a constant tensor on a unit cubic cell and to finite sums of waves. A tensor that varies in space couples different wavevectors, and the splitting above then fails in general.

A periodic displacement has zero average gradient, so a uniform change of the cell's size or shape is never tested. The planar tensor shows what this leaves open: its form is negative under uniform dilation, although the bound holds with $c=1$ for every periodic field considered here. A code that relaxes the cell as well as the displacements needs a separate check on homogeneous strains.

The step from this model to a real crystal is the replacement of atoms by a continuum with tensor `A`. That is a long-wavelength approximation, and a crystal with good elastic constants may still have an unstable phonon at short wavelength.
